# Two spins 1/2 with real bilinear exchange conserve total $S^z$ exactly when up-up is an eigenvector

Diagonalizing $H$ at fixed $S^z$ is taken here to be valid when $H$ maps every magnetization sector into itself, a sector being the set of all solutions $\psi$ of $S^z\psi=M\psi$, with $S^z=S_1^z+S_2^z$. The number $M$ may be any complex number; unless it is $1$, $0$ or $-1$, the sector contains only $\psi=0$ and the condition is empty.

For $H=\sum_{ab}J_{ab}S_1^aS_2^b$ with a real $3\times3$ tensor $J$, this property is equivalent to $[H,S^z]=0$, to up-up being an eigenvector, and to an explicit condition on $J$. The model has two spins and no magnetic field.

```lean
import Mathlib

open Matrix
open scoped Kronecker

namespace AnisotropicExchangeSectors

noncomputable section
```

## The model in the product basis

With $\hbar=1$, the spin operators are half the Pauli matrices. Lean's labels 0, 1, 2 stand for $x,y,z$, and the basis indices 0 and 1 for up and down.

```lean
/-- The spin-1/2 operators `Sx, Sy, Sz` (labels 0, 1, 2) in the basis up, down, with `ħ = 1`. -/
def spin : Fin 3 → Matrix (Fin 2) (Fin 2) ℂ :=
  ![!![0, 1/2; 1/2, 0], !![0, -Complex.I/2; Complex.I/2, 0], !![1/2, 0; 0, -1/2]]
```

The Kronecker product `⊗ₖ` puts the first factor on spin 1 and the second on spin 2, so $J_{xz}$, written `J 0 2`, multiplies $S_1^xS_2^z$.

```lean
/-- The bilinear exchange Hamiltonian `S1 · J S2` of two spins 1/2 with a real tensor `J`. -/
def exchange (J : Matrix (Fin 3) (Fin 3) ℝ) : Matrix (Fin 2 × Fin 2) (Fin 2 × Fin 2) ℂ :=
  ∑ a, ∑ b, (J a b : ℂ) • (spin a ⊗ₖ spin b)
```

The total magnetization is $S_1^z+S_2^z$, with $S_1^z=S^z\otimes1$ and $S_2^z=1\otimes S^z$. In these two products $S^z$ is the one-spin matrix `spin 2`; in $[H,S^z]$ and $S^z\psi$ it is the total.

```lean
/-- The total magnetization `S1z + S2z`. -/
def totalSz : Matrix (Fin 2 × Fin 2) (Fin 2 × Fin 2) ℂ :=
  spin 2 ⊗ₖ 1 + 1 ⊗ₖ spin 2
```

The polarized state $|{\uparrow\uparrow}\rangle$ has amplitude 1 at `(0, 0)` and 0 elsewhere.

```lean
/-- The fully polarized state up-up. -/
def upUp : Fin 2 × Fin 2 → ℂ := Pi.single (0, 0) 1
```

The axial form leaves three free numbers: $J_{xx}=J_{yy}$, $J_{zz}$ and $J_{xy}=-J_{yx}$. The last is a Dzyaloshinskii–Moriya coupling along $z$.

```lean
/-- The axial form of an exchange tensor: `Jxx = Jyy`, `Jxy = -Jyx`, and no component
that couples `z` to `x` or `y`. -/
def IsAxial (J : Matrix (Fin 3) (Fin 3) ℝ) : Prop :=
  J 0 0 = J 1 1 ∧ J 0 1 = -J 1 0 ∧ J 0 2 = 0 ∧ J 1 2 = 0 ∧ J 2 0 = 0 ∧ J 2 1 = 0
```

The matrix elements are $\langle ij|H|kl\rangle=\sum_{ab}J_{ab}(S^a)_{ik}(S^b)_{jl}$.

```lean
/-- Matrix elements of the exchange Hamiltonian in the product basis. -/
theorem exchange_apply (J : Matrix (Fin 3) (Fin 3) ℝ) (i j k l : Fin 2) :
    exchange J (i, j) (k, l) = ∑ a, ∑ b, (J a b : ℂ) * (spin a i k * spin b j l) := by
  simp [exchange, Matrix.sum_apply, Matrix.kroneckerMap_apply]
```

Since $S_1^z$ and $S_2^z$ are both diagonal, the total multiplies the amplitude $\psi_{ij}$ by $m_i+m_j$, where $m_0=\tfrac12$ and $m_1=-\tfrac12$.

```lean
/-- The total magnetization is diagonal in the product basis: each amplitude is multiplied by
the sum of the two spin projections. -/
theorem totalSz_mulVec (ψ : Fin 2 × Fin 2 → ℂ) (p : Fin 2 × Fin 2) :
    (totalSz *ᵥ ψ) p = (spin 2 p.1 p.1 + spin 2 p.2 p.2) * ψ p := by
  have h : totalSz = Matrix.diagonal (fun p => spin 2 p.1 p.1 + spin 2 p.2 p.2) := by
    ext ⟨i, j⟩ ⟨k, l⟩
    fin_cases i <;> fin_cases j <;> fin_cases k <;> fin_cases l <;>
      simp [totalSz, spin, Matrix.kroneckerMap_apply]
  rw [h, Matrix.mulVec_diagonal]
```

## What the exchange does to up-up

From $S^x|{\uparrow}\rangle=\tfrac12|{\downarrow}\rangle$, $S^y|{\uparrow}\rangle=\tfrac i2|{\downarrow}\rangle$ and $S^z|{\uparrow}\rangle=\tfrac12|{\uparrow}\rangle$ it follows that

$$4H|{\uparrow\uparrow}\rangle=J_{zz}|{\uparrow\uparrow}\rangle+(J_{zx}+iJ_{zy})|{\uparrow\downarrow}\rangle+(J_{xz}+iJ_{yz})|{\downarrow\uparrow}\rangle+\big(J_{xx}-J_{yy}+i(J_{xy}+J_{yx})\big)|{\downarrow\downarrow}\rangle.$$

```lean
/-- The exchange Hamiltonian applied to up-up; rows give the state of the first spin,
columns that of the second. -/
theorem exchange_upUp (J : Matrix (Fin 3) (Fin 3) ℝ) :
    exchange J *ᵥ upUp = fun p =>
      (!![(J 2 2 : ℂ) / 4, (J 2 0 + J 2 1 * Complex.I) / 4;
          (J 0 2 + J 1 2 * Complex.I) / 4,
          (J 0 0 - J 1 1 + (J 0 1 + J 1 0) * Complex.I) / 4] :
        Matrix (Fin 2) (Fin 2) ℂ) p.1 p.2 := by
  ext ⟨i, j⟩
  have h : (exchange J *ᵥ upUp) (i, j) = exchange J (i, j) (0, 0) := by simp [upUp]
  rw [h, exchange_apply]
  fin_cases i <;> fin_cases j <;> simp [spin, Fin.sum_univ_three] <;> ring_nf
  -- only the double spin flip is left, where `i² = -1` enters
  simp only [Complex.I_sq]
  ring
```

Subtract $E|{\uparrow\uparrow}\rangle$ and add the squared moduli. Because $J$ is real, the squared modulus of each of the three amplitudes outside $|{\uparrow\uparrow}\rangle$ splits into two real squares:

$$\|(H-E)|{\uparrow\uparrow}\rangle\|^2=\left|\tfrac{J_{zz}}4-E\right|^2+\tfrac1{16}\big[(J_{xx}-J_{yy})^2+(J_{xy}+J_{yx})^2+J_{xz}^2+J_{yz}^2+J_{zx}^2+J_{zy}^2\big].$$

```lean
/-- The squared norm of `(H - E)` applied to up-up, for any trial energy `E`: a part that depends on
`E`, and one that does not, which is 1/16 of a sum of six squares of real linear combinations of
tensor components. -/
theorem upUp_residual (J : Matrix (Fin 3) (Fin 3) ℝ) (E : ℂ) :
    ∑ p, Complex.normSq ((exchange J *ᵥ upUp - E • upUp) p) =
      Complex.normSq ((J 2 2 : ℂ) / 4 - E) +
        ((J 0 0 - J 1 1) ^ 2 + (J 0 1 + J 1 0) ^ 2 + J 0 2 ^ 2 + J 1 2 ^ 2
          + J 2 0 ^ 2 + J 2 1 ^ 2) / 16 := by
  rw [exchange_upUp]
  simp [Fintype.sum_prod_type, Fin.sum_univ_two, upUp, Pi.single_apply, Complex.normSq_apply]
  ring
```

Complex entries would break this step. With $J_{xz}=1$, $J_{yz}=i$ and all others zero, $H=S_1^+S_2^z$ annihilates up-up, which is therefore an eigenvector, yet $H$ takes $|{\downarrow\uparrow}\rangle$ to $\tfrac12|{\uparrow\uparrow}\rangle$ and changes $S^z$. This $H$ is not Hermitian, so it is an algebraic counterexample and not a physical Hamiltonian.

## The four equivalent statements

The proof goes round a circle, with the statements numbered as in the `List.TFAE` list.

- **1 → 4.** If up-up is an eigenvector, the left side above vanishes for its eigenvalue $E$. All terms on the right are nonnegative, so each square is zero; `linarith` draws this conclusion.
- **4 → 2.** In axial form, $H=J_{zz}S_1^zS_2^z+\tfrac12\big[(J_{xx}+iJ_{xy})S_1^+S_2^-+\text{h.c.}\big]$. Every term conserves $S^z$. Lean compares the sixteen entries of $HS^z$ and $S^zH$ instead.
- **2 → 3.** If $S^z\psi=M\psi$, then $S^zH\psi=HS^z\psi=MH\psi$.
- **3 → 1.** Up-up has $M=1$, so $H|{\uparrow\uparrow}\rangle$ does too. No other basis state has $M=1$ (`hm`), so the result is a multiple of up-up.

```lean
/-- For two spins 1/2 with any real exchange tensor, these are equivalent: up-up is an
eigenvector of `H`; `H` commutes with `S1z + S2z`; `H` maps every sector of fixed
magnetization into itself; the tensor has the axial form. -/
theorem fixed_Sz_tfae (J : Matrix (Fin 3) (Fin 3) ℝ) :
    List.TFAE [
      ∃ E : ℂ, exchange J *ᵥ upUp = E • upUp,
      Commute (exchange J) totalSz,
      ∀ (M : ℂ) (ψ : Fin 2 × Fin 2 → ℂ), totalSz *ᵥ ψ = M • ψ →
        totalSz *ᵥ (exchange J *ᵥ ψ) = M • (exchange J *ᵥ ψ),
      IsAxial J] := by
  tfae_have 1 → 4 := by
    rintro ⟨E, hE⟩
    -- the residual vanishes, hence so does each of the squares
    have h := upUp_residual J E
    rw [hE, sub_self] at h
    simp only [Pi.zero_apply, map_zero, Finset.sum_const_zero] at h
    have n0 := Complex.normSq_nonneg ((J 2 2 : ℂ) / 4 - E)
    have n1 := sq_nonneg (J 0 0 - J 1 1)
    have n2 := sq_nonneg (J 0 1 + J 1 0)
    have n3 := sq_nonneg (J 0 2)
    have n4 := sq_nonneg (J 1 2)
    have n5 := sq_nonneg (J 2 0)
    have n6 := sq_nonneg (J 2 1)
    refine ⟨sub_eq_zero.mp ?_, eq_neg_of_add_eq_zero_left ?_, ?_, ?_, ?_, ?_⟩ <;>
      refine (pow_eq_zero_iff (n := 2) two_ne_zero).mp ?_ <;> linarith
  tfae_have 4 → 2 := by
    rintro ⟨h1, h2, h3, h4, h5, h6⟩
    have hd : totalSz = Matrix.diagonal (fun p => spin 2 p.1 p.1 + spin 2 p.2 p.2) := by
      apply Matrix.ext_of_mulVec_single
      intro q
      ext p
      rw [totalSz_mulVec, Matrix.mulVec_diagonal]
    change exchange J * totalSz = totalSz * exchange J
    rw [hd]
    ext ⟨i, j⟩ ⟨k, l⟩
    rw [Matrix.mul_diagonal, Matrix.diagonal_mul, exchange_apply]
    fin_cases i <;> fin_cases j <;> fin_cases k <;> fin_cases l <;>
      simp [spin, Fin.sum_univ_three, h1, h2, h3, h4, h5, h6] <;> ring_nf <;>
      simp only [Complex.I_sq] <;> ring
  tfae_have 2 → 3 := by
    intro hc M ψ h
    rw [Matrix.mulVec_mulVec, ← hc.eq, ← Matrix.mulVec_mulVec, h, Matrix.mulVec_smul]
  tfae_have 3 → 1 := by
    intro h
    have s0 : spin 2 0 0 = 1 / 2 := by simp [spin]
    have s1 : spin 2 1 1 = -1 / 2 := by simp [spin]
    -- up-up is the only basis state with magnetization one
    have hm : ∀ p : Fin 2 × Fin 2, p ≠ (0, 0) →
        spin 2 p.1 p.1 + spin 2 p.2 p.2 - 1 ≠ 0 := by
      rintro ⟨i, j⟩
      fin_cases i <;> fin_cases j <;> norm_num [s0, s1]
    have hu : totalSz *ᵥ upUp = (1 : ℂ) • upUp := by
      ext ⟨i, j⟩
      rw [totalSz_mulVec]
      fin_cases i <;> fin_cases j <;> norm_num [s0, s1, upUp, Pi.single_apply]
    refine ⟨(exchange J *ᵥ upUp) (0, 0), ?_⟩
    ext p
    by_cases hp : p = (0, 0)
    · subst hp
      simp [upUp]
    · have e := congrFun (h 1 upUp hu) p
      rw [totalSz_mulVec, Pi.smul_apply, one_smul] at e
      have e' : (spin 2 p.1 p.1 + spin 2 p.2 p.2 - 1) * (exchange J *ᵥ upUp) p = 0 := by
        linear_combination e
      rw [(mul_eq_zero.mp e').resolve_left (hm p hp)]
      simp [upUp, hp]
  tfae_finish
```

## The zero-magnetization sector alone

The sector $M=0$ is spanned by $|{\uparrow\downarrow}\rangle$ and $|{\downarrow\uparrow}\rangle$. Their amplitudes into up-up are

$$\tfrac14(J_{zx}-iJ_{zy}),\qquad \tfrac14(J_{xz}-iJ_{yz}).$$

If the sector is preserved, both vanish, and real and imaginary parts give four zeros. Conversely, the amplitudes into down-down are $-\tfrac14(J_{xz}+iJ_{yz})$ and $-\tfrac14(J_{zx}+iJ_{zy})$, so the same four zeros close that exit as well. In Lean, `key` handles the first direction, and the second is an entrywise evaluation.

```lean
/-- `H` maps the sector of zero magnetization into itself exactly when the four components
`Jxz, Jyz, Jzx, Jzy` vanish. -/
theorem zero_sector_iff (J : Matrix (Fin 3) (Fin 3) ℝ) :
    (∀ ψ : Fin 2 × Fin 2 → ℂ, totalSz *ᵥ ψ = 0 → totalSz *ᵥ (exchange J *ᵥ ψ) = 0) ↔
      J 0 2 = 0 ∧ J 1 2 = 0 ∧ J 2 0 = 0 ∧ J 2 1 = 0 := by
  have s0 : spin 2 0 0 = 1 / 2 := by simp [spin]
  have s1 : spin 2 1 1 = -1 / 2 := by simp [spin]
  constructor
  · intro h
    -- amplitudes that leak from up-down and from down-up into up-up
    have a1 : exchange J (0, 0) (0, 1) = (J 2 0 - J 2 1 * Complex.I) / 4 := by
      rw [exchange_apply]
      simp [spin, Fin.sum_univ_three]
      ring
    have a2 : exchange J (0, 0) (1, 0) = (J 0 2 - J 1 2 * Complex.I) / 4 := by
      rw [exchange_apply]
      simp [spin, Fin.sum_univ_three]
      ring
    have key : ∀ q : Fin 2 × Fin 2, spin 2 q.1 q.1 + spin 2 q.2 q.2 = 0 →
        exchange J (0, 0) q = 0 := by
      intro q hq
      have k : totalSz *ᵥ (Pi.single q 1) = 0 := by
        ext p
        rw [totalSz_mulVec]
        by_cases hp : p = q
        · simp [hp, hq]
        · simp [hp]
      have e := congrFun (h _ k) (0, 0)
      rw [totalSz_mulVec, Matrix.mulVec_single_one, Matrix.col_apply] at e
      simp only [s0, Pi.zero_apply] at e
      linear_combination e
    have b1 := key (0, 1) (by norm_num [s0, s1])
    have b2 := key (1, 0) (by norm_num [s0, s1])
    have f1 : (J 2 0 : ℂ) - J 2 1 * Complex.I = 0 := by linear_combination 4 * b1 - 4 * a1
    have f2 : (J 0 2 : ℂ) - J 1 2 * Complex.I = 0 := by linear_combination 4 * b2 - 4 * a2
    have r1 := congrArg Complex.re f1
    have i1 := congrArg Complex.im f1
    have r2 := congrArg Complex.re f2
    have i2 := congrArg Complex.im f2
    simp at r1 i1 r2 i2
    exact ⟨r2, i2, r1, i1⟩
  · rintro ⟨h1, h2, h3, h4⟩ ψ hψ
    have e0 := congrFun hψ (0, 0)
    have e1 := congrFun hψ (1, 1)
    rw [totalSz_mulVec] at e0 e1
    simp only [s0, Pi.zero_apply] at e0
    simp only [s1, Pi.zero_apply] at e1
    have z0 : ψ (0, 0) = 0 := by linear_combination e0
    have z1 : ψ (1, 1) = 0 := by linear_combination -e1
    ext ⟨i, j⟩
    rw [totalSz_mulVec]
    fin_cases i <;> fin_cases j <;>
      simp [Matrix.mulVec, dotProduct, Fintype.sum_prod_type, Fin.sum_univ_two,
        exchange_apply, spin, Fin.sum_univ_three, h1, h2, h3, h4, z0, z1] <;>
      exact Or.inl (by norm_num)
```

A diagonal tensor $J=\mathrm{diag}(a,b,c)$ has these four zeros, so it preserves $M=0$. If $a\neq b$ it is not axial, and by the equivalence $H$ does not commute with $S^z$.

```lean
/-- An XYZ exchange with `Jx ≠ Jy` maps the sector of zero magnetization into itself,
yet does not commute with the total magnetization. -/
theorem xyz_zero_sector (a b c : ℝ) (hab : a ≠ b) :
    (∀ ψ : Fin 2 × Fin 2 → ℂ, totalSz *ᵥ ψ = 0 →
      totalSz *ᵥ (exchange (Matrix.diagonal ![a, b, c]) *ᵥ ψ) = 0) ∧
    ¬ Commute (exchange (Matrix.diagonal ![a, b, c])) totalSz := by
  refine ⟨(zero_sector_iff _).mpr (by simp), fun hc => hab ?_⟩
  have h : Commute (exchange (Matrix.diagonal ![a, b, c])) totalSz ↔
      IsAxial (Matrix.diagonal ![a, b, c]) := (fixed_Sz_tfae _).out 1 3
  simpa [Matrix.diagonal_apply] using (h.mp hc).1

end

end AnisotropicExchangeSectors
```

In an exact diagonalization of this two-spin model, take $J=\mathrm{diag}(1,0,0)$, so $H=S_1^xS_2^x$. The $M=0$ block has eigenvalues $\pm\tfrac14$, both correct. The one-dimensional blocks at $M=\pm1$ each give $0$, because splitting by $S^z$ discards the element $\tfrac14$ between up-up and down-down. The full matrix has $\tfrac14$ and $-\tfrac14$, each twice, and no eigenvalue $0$.

```lean
#print axioms AnisotropicExchangeSectors.fixed_Sz_tfae
-- 'AnisotropicExchangeSectors.fixed_Sz_tfae' depends on axioms: [propext, Classical.choice, Quot.sound]
#print axioms AnisotropicExchangeSectors.xyz_zero_sector
-- 'AnisotropicExchangeSectors.xyz_zero_sector' depends on axioms: [propext, Classical.choice, Quot.sound]
```
